# For Hermitian $H$ and positive semidefinite $\Gamma$, the resonance widths of $H-\tfrac{i}{2}\Gamma$ lie between $0$ and $\mathrm{Tr}\,\Gamma$ and add up to $\mathrm{Tr}\,\Gamma$

After diagonalising the effective Hamiltonian of a quantum dot or a molecule coupled to leads, one can add up the widths $-2\,\mathrm{Im}\,z$ of all the eigenvalues $z$ and compare the total with $\mathrm{Tr}\,\Gamma$, which was known before the diagonalisation. A mismatch beyond rounding error points to a lost eigenvalue, a wrong factor of two or a faulty matrix. A width that is negative or larger than $\mathrm{Tr}\,\Gamma$ by more than rounding error is also a sign of a mistake. These checks apply to non-interacting models with finitely many levels and an energy-independent $\Gamma$, with the matrices written in an orthonormal basis.

## Levels, decay matrix and widths

```lean
import Mathlib

open Matrix
open scoped ComplexOrder

namespace ResonanceWidthSumRule

noncomputable section

variable {n : Type*} [Fintype n] [DecidableEq n]
```

The type `n` labels the levels of the system. It is finite, and its elements stand for the states of an orthonormal basis, such as the sites of a tight-binding model or orthogonalised orbitals. Write $N$ for their number. The line `open scoped ComplexOrder` lets Lean read $0\le c$ for a complex number $c$ as "$c$ is real and nonnegative".

```lean
/-- The effective Hamiltonian `H - i Γ / 2` of an open system with internal Hamiltonian `H`
and decay matrix `Γ`. -/
def effectiveHamiltonian (H Γ : Matrix n n ℂ) : Matrix n n ℂ :=
  H - (Complex.I / 2) • Γ
```

This is $H_{\rm eff}=H-\tfrac{i}{2}\Gamma$, with `•` for multiplication by a number. At this point $H$ and $\Gamma$ are arbitrary complex $N\times N$ matrices; the physical conditions enter as hypotheses of the theorems. The matrix $\Gamma$ is given and is not derived from a lead or a scattering problem.

```lean
/-- The complex resonance energies: the roots of the characteristic polynomial of the effective
Hamiltonian, listed with multiplicity. -/
def resonances (H Γ : Matrix n n ℂ) : Multiset ℂ :=
  (effectiveHamiltonian H Γ).charpoly.roots
```

The resonances are the roots of $\det(x\mathbb 1-H_{\rm eff})$. They form a `Multiset`, a list without order in which repetitions count. At an exceptional point, where eigenvectors merge, a double root still appears twice.

```lean
/-- The width `-2 Im z` of a complex energy `z`. -/
def width (z : ℂ) : ℝ := -2 * z.im
```

For $z=E-\tfrac{i}{2}\gamma$ with real $E$ and $\gamma$, the width is $\gamma$. The amplitude $e^{-izt/\hbar}$ then has squared modulus $e^{-\gamma t/\hbar}$, so $\gamma/\hbar$ is the decay rate of the probability.

## Widths as expectation values of $\Gamma$

```lean
/-- The imaginary part of `(i/2) g` is half the real part of `g`. -/
theorem im_half_I_mul (g : ℂ) : (Complex.I / 2 * g).im = g.re / 2 := by
  have h1 : (Complex.I / 2).re = 0 := by simp
  have h2 : (Complex.I / 2).im = 1 / 2 := by simp
  rw [Complex.mul_im, h1, h2]
  ring
```

With $g=a+ib$ one has $\tfrac{i}{2}g=-\tfrac{b}{2}+\tfrac{i}{2}a$, whose imaginary part is $a/2$.

```lean
/-- A complex energy is a resonance exactly when the effective Hamiltonian has a nonzero
eigenvector with that eigenvalue. -/
theorem mem_resonances_iff (H Γ : Matrix n n ℂ) (z : ℂ) :
    z ∈ resonances H Γ ↔ ∃ v : n → ℂ, v ≠ 0 ∧ effectiveHamiltonian H Γ *ᵥ v = z • v := by
  have key : ∀ v : n → ℂ, (Matrix.scalar n z - effectiveHamiltonian H Γ) *ᵥ v
      = z • v - effectiveHamiltonian H Γ *ᵥ v := by
    intro v
    rw [Matrix.sub_mulVec]
    congr 1
    ext i
    simp [Matrix.scalar_apply, Matrix.mulVec_diagonal]
  unfold resonances
  rw [Polynomial.mem_roots (Matrix.charpoly_monic _).ne_zero, Polynomial.IsRoot.def,
    Matrix.eval_charpoly, ← Matrix.exists_mulVec_eq_zero_iff]
  simp only [key, sub_eq_zero]
  constructor <;> rintro ⟨v, hv, h⟩ <;> exact ⟨v, hv, h.symm⟩
```

In words: $z$ is a resonance if and only if $H_{\rm eff}v=zv$ for some $v\neq0$. The symbol `*ᵥ` applies a matrix to a vector.

By hand, $z$ is a root when $\det(z\mathbb 1-H_{\rm eff})=0$, and a determinant vanishes exactly when the matrix sends some nonzero vector to zero. The Lean proof follows the same route: `Matrix.eval_charpoly` turns the polynomial at $z$ into the determinant, `Matrix.exists_mulVec_eq_zero_iff` supplies the vector, and `key` rewrites $(z\mathbb 1-H_{\rm eff})v$ as $zv-H_{\rm eff}v$.

```lean
omit [DecidableEq n] in
/-- A nonzero state has positive squared norm. -/
theorem norm_sq_pos {v : n → ℂ} (hv : v ≠ 0) : 0 < (star v ⬝ᵥ v).re := by
  have h : (star v ⬝ᵥ v).re = ∑ i, Complex.normSq (v i) := by
    simp [dotProduct, Complex.normSq_apply]
  rw [h]
  obtain ⟨i, hi⟩ := Function.ne_iff.mp hv
  exact Finset.sum_pos' (fun j _ => Complex.normSq_nonneg _)
    ⟨i, Finset.mem_univ i, Complex.normSq_pos.mpr hi⟩
```

The expression `star v ⬝ᵥ v` is $v^\dagger v=\sum_i|v_i|^2$. No term is negative, and a nonzero vector has at least one component that makes the sum positive.

```lean
/-- For Hermitian `H` and an eigenvector `v` of the effective Hamiltonian with eigenvalue `z`, the
width of `z` times the squared norm of `v` is the real part of `v† Γ v`. -/
theorem width_mul_norm_sq {H Γ : Matrix n n ℂ} (hH : H.IsHermitian) {z : ℂ} {v : n → ℂ}
    (hv : effectiveHamiltonian H Γ *ᵥ v = z • v) :
    width z * (star v ⬝ᵥ v).re = (star v ⬝ᵥ Γ *ᵥ v).re := by
  -- expectation values of Hermitian matrices are real
  have hreal : ∀ A : Matrix n n ℂ, A.IsHermitian → (star v ⬝ᵥ A *ᵥ v).im = 0 := by
    intro A hA
    apply Complex.conj_eq_iff_im.mp
    calc star (star v ⬝ᵥ A *ᵥ v) = star (A *ᵥ v) ⬝ᵥ v := (Matrix.star_dotProduct _ _).symm
      _ = star v ⬝ᵥ A *ᵥ v := by
        rw [Matrix.star_mulVec, hA.eq, ← Matrix.dotProduct_mulVec]
  have ha := hreal H hH
  have hc : (star v ⬝ᵥ v).im = 0 := by
    have h := hreal 1 Matrix.isHermitian_one
    rwa [Matrix.one_mulVec] at h
  -- project the eigenvalue equation on `v` and take the imaginary part
  have h1 : star v ⬝ᵥ H *ᵥ v - Complex.I / 2 * (star v ⬝ᵥ Γ *ᵥ v) = z * (star v ⬝ᵥ v) := by
    have h := congrArg (fun u => star v ⬝ᵥ u) hv
    simpa only [effectiveHamiltonian, Matrix.sub_mulVec, Matrix.smul_mulVec, dotProduct_sub,
      dotProduct_smul, smul_eq_mul] using h
  have h2 := congrArg Complex.im h1
  rw [Complex.sub_im, im_half_I_mul, Complex.mul_im, ha, hc] at h2
  unfold width
  linarith
```

For Hermitian $H$ and an eigenvector $v$ with eigenvalue $z$, the statement is
$$-2\,\mathrm{Im}\,z\;\, v^\dagger v=\mathrm{Re}\,(v^\dagger\Gamma v).$$
The vector need not be normalised; if it is, the width equals $\mathrm{Re}\,(v^\dagger\Gamma v)$.

To derive this, multiply the eigenvalue equation by $v^\dagger$ from the left:
$$v^\dagger Hv-\tfrac{i}{2}\,v^\dagger\Gamma v=z\,v^\dagger v .$$
Both $v^\dagger Hv$ and $v^\dagger v$ are real, so the imaginary part is
$$-\tfrac12\,\mathrm{Re}\,(v^\dagger\Gamma v)=\mathrm{Im}\,z\;\,v^\dagger v ,$$
and multiplication by $-2$ gives the claim.

In the code, `hreal` proves that Hermitian expectation values are real. It is used once for $H$ and once for the unit matrix, which covers $v^\dagger v$. The projected equation is `h1`, and its imaginary part is `h2`.

```lean
/-- For Hermitian `H` and positive semidefinite `Γ` no resonance has a negative width. -/
theorem width_nonneg {H Γ : Matrix n n ℂ} (hH : H.IsHermitian) (hΓ : Γ.PosSemidef)
    {z : ℂ} (hz : z ∈ resonances H Γ) : 0 ≤ width z := by
  obtain ⟨v, hv0, hv⟩ := (mem_resonances_iff H Γ z).mp hz
  have hb : 0 ≤ (star v ⬝ᵥ Γ *ᵥ v).re :=
    (Complex.le_def.mp (hΓ.dotProduct_mulVec_nonneg v)).1
  have hbal := width_mul_norm_sq hH hv
  by_contra hneg
  have := mul_neg_of_neg_of_pos (not_le.mp hneg) (norm_sq_pos hv0)
  linarith
```

The hypothesis `Γ.PosSemidef` says that $\Gamma$ is Hermitian and $v^\dagger\Gamma v\ge0$ for every $v$. Physically, probability can leave the system but never enters it: under $i\hbar\,\dot\psi=H_{\rm eff}\psi$ with Hermitian $H$, the squared norm changes at the rate $-\psi^\dagger\Gamma\psi/\hbar\le0$.

Take an eigenvector $v$ for the resonance $z$. The previous identity gives
$$-2\,\mathrm{Im}\,z=\frac{v^\dagger\Gamma v}{v^\dagger v}\ge0 .$$
Lean avoids the division and argues by contradiction: a negative width times a positive squared norm would be negative, while the right-hand side of the identity is not.

## The sum rule and the upper bound

```lean
/-- For Hermitian `H` the widths, summed with multiplicity, equal the real part of the trace
of `Γ`. -/
theorem sum_widths {H : Matrix n n ℂ} (hH : H.IsHermitian) (Γ : Matrix n n ℂ) :
    ((resonances H Γ).map width).sum = Γ.trace.re := by
  have hsum : ∀ s : Multiset ℂ, (s.map width).sum = -2 * s.sum.im := by
    intro s
    induction s using Multiset.induction_on with
    | empty => simp
    | cons a s ih =>
      rw [Multiset.map_cons, Multiset.sum_cons, Multiset.sum_cons, ih, Complex.add_im]
      unfold width
      ring
  have hHim : H.trace.im = 0 := by
    apply Complex.conj_eq_iff_im.mp
    change star H.trace = H.trace
    rw [← Matrix.trace_conjTranspose, hH.eq]
  -- the trace is the sum of the characteristic roots
  have htr : (resonances H Γ).sum = H.trace - Complex.I / 2 * Γ.trace := by
    unfold resonances
    rw [← Matrix.trace_eq_sum_roots_charpoly, effectiveHamiltonian, Matrix.trace_sub,
      Matrix.trace_smul, smul_eq_mul]
  rw [hsum, htr, Complex.sub_im, im_half_I_mul, hHim]
  ring
```

Let $z_1,\dots,z_N$ be the characteristic roots with multiplicity. The trace of a complex matrix is the sum of these roots, whether or not the matrix can be diagonalised, so
$$\sum_{k=1}^N z_k=\mathrm{Tr}\,H-\tfrac{i}{2}\,\mathrm{Tr}\,\Gamma .$$
The diagonal of a Hermitian matrix is real, hence so is $\mathrm{Tr}\,H$. Taking the imaginary part and multiplying by $-2$ gives
$$\sum_{k=1}^N(-2\,\mathrm{Im}\,z_k)=\mathrm{Re}\,\mathrm{Tr}\,\Gamma .$$

The three auxiliary facts are these steps: `hsum` moves the width outside the sum by induction on the multiset, `hHim` says that $\mathrm{Tr}\,H$ is real, and `htr` is the trace identity. Nothing is assumed about $\Gamma$ here, which is why the real part appears. For positive semidefinite $\Gamma$ the trace is real, and `Γ.trace.re` is simply $\mathrm{Tr}\,\Gamma$.

```lean
/-- Width sum rule: for Hermitian `H` and positive semidefinite `Γ`, every resonance of
`H - i Γ / 2` has a width between zero and `Tr Γ`, and the widths summed with multiplicity
equal `Tr Γ`. -/
theorem width_sum_rule {H Γ : Matrix n n ℂ} (hH : H.IsHermitian) (hΓ : Γ.PosSemidef) :
    (∀ z ∈ resonances H Γ, 0 ≤ width z ∧ width z ≤ Γ.trace.re) ∧
      ((resonances H Γ).map width).sum = Γ.trace.re := by
  refine ⟨fun z hz => ⟨width_nonneg hH hΓ hz, ?_⟩, sum_widths hH Γ⟩
  -- one nonnegative term is at most the whole sum
  rw [← sum_widths hH Γ]
  refine Multiset.single_le_sum ?_ _ (Multiset.mem_map_of_mem width hz)
  intro x hx
  obtain ⟨y, hy, rfl⟩ := Multiset.mem_map.mp hx
  exact width_nonneg hH hΓ hy
```

The two conclusions are joined by `∧`: every resonance has a width between $0$ and $\mathrm{Tr}\,\Gamma$, and the widths add up to $\mathrm{Tr}\,\Gamma$. Only the upper bound is new. Since all widths are nonnegative, any one of them is at most their sum, which is the content of `Multiset.single_le_sum`.

Both hypotheses matter. Take $H=0$ and $\Gamma=\mathrm{diag}(2,-1)$, which is Hermitian but not positive semidefinite. The resonances are $-i$ and $i/2$, with widths $2$ and $-1$. Their sum is still $\mathrm{Tr}\,\Gamma=1$, but one width is negative and the other exceeds the trace. If instead $H$ is not Hermitian, the sum rule itself can fail: the $1\times1$ matrices $H=(i)$ and $\Gamma=(0)$ give width $-2$ and trace $0$.

Under both hypotheses, the quotient $v^\dagger\Gamma v/v^\dagger v$ also yields a neighbouring bound by hand: every width lies between the smallest and the largest eigenvalue of $\Gamma$. The upper limit is at least as sharp as $\mathrm{Tr}\,\Gamma$.

## How the total width is shared

```lean
/-- For Hermitian `H` and positive semidefinite `Γ`, a resonance has the full width `Tr Γ` exactly
when all the remaining resonances, counted with multiplicity, have width zero. -/
theorem width_eq_trace_iff {H Γ : Matrix n n ℂ} (hH : H.IsHermitian) (hΓ : Γ.PosSemidef)
    {z : ℂ} (hz : z ∈ resonances H Γ) :
    width z = Γ.trace.re ↔ ∀ y ∈ (resonances H Γ).erase z, width y = 0 := by
  have hs := sum_widths hH Γ
  rw [← Multiset.cons_erase hz, Multiset.map_cons, Multiset.sum_cons] at hs
  have hnn : ∀ y ∈ (resonances H Γ).erase z, 0 ≤ width y :=
    fun y hy => width_nonneg hH hΓ (Multiset.mem_of_mem_erase hy)
  constructor
  · intro h y hy
    have hle : width y ≤ (((resonances H Γ).erase z).map width).sum := by
      refine Multiset.single_le_sum ?_ _ (Multiset.mem_map_of_mem width hy)
      intro x hx
      obtain ⟨u, hu, rfl⟩ := Multiset.mem_map.mp hx
      exact hnn u hu
    have := hnn y hy
    linarith
  · intro h
    have h0 : (((resonances H Γ).erase z).map width).sum = 0 := by
      apply Multiset.sum_eq_zero
      intro x hx
      obtain ⟨u, hu, rfl⟩ := Multiset.mem_map.mp hx
      exact h u hu
    linarith
```

Separate one resonance $z$ from the rest:
$$\mathrm{Tr}\,\Gamma=-2\,\mathrm{Im}\,z+\sum_{\rm others}(-2\,\mathrm{Im}\,y).$$
The first term equals the trace exactly when the remaining sum is zero, and a sum of nonnegative numbers is zero exactly when each of them is. The operation `erase z` removes a single copy of $z$, so if $z$ is a repeated root, its other copies count among the rest. In the proof, `hs` is the separated sum rule, and the two bullets treat the two directions.

```lean
/-- For Hermitian `H` and positive semidefinite `Γ`, the number of resonances of width at least `w`,
counted with multiplicity and multiplied by `w`, is at most `Tr Γ`. -/
theorem count_broad_resonances {H Γ : Matrix n n ℂ} (hH : H.IsHermitian) (hΓ : Γ.PosSemidef)
    (w : ℝ) : w * ((resonances H Γ).countP (fun z => w ≤ width z) : ℝ) ≤ Γ.trace.re := by
  have key : ∀ s : Multiset ℂ, (∀ z ∈ s, 0 ≤ width z) →
      w * (s.countP (fun z => w ≤ width z) : ℝ) ≤ (s.map width).sum := by
    intro s
    induction s using Multiset.induction_on with
    | empty => intro _; simp
    | cons a s ih =>
      intro h
      have ih' := ih (fun z hz => h z (Multiset.mem_cons_of_mem hz))
      have ha := h a (Multiset.mem_cons_self a s)
      rw [Multiset.map_cons, Multiset.sum_cons]
      by_cases hw : w ≤ width a
      · rw [Multiset.countP_cons_of_pos (p := fun z => w ≤ width z) s hw]
        push_cast
        linarith
      · rw [Multiset.countP_cons_of_neg (p := fun z => w ≤ width z) s hw]
        linarith
  rw [← sum_widths hH Γ]
  exact key _ (fun z hz => width_nonneg hH hΓ hz)
```

Here `countP` counts, with multiplicity, the resonances whose width is at least the real number $w$. Each of them contributes at least $w$ to the total, and the others contribute at least zero, so
$$w\cdot\#\{k:\,-2\,\mathrm{Im}\,z_k\ge w\}\le\mathrm{Tr}\,\Gamma .$$
If $\mathrm{Tr}\,\Gamma>0$, for example, at most two resonances can have half the total width or more. The proof adds the resonances one at a time and distinguishes whether the new one reaches the threshold.

```lean
/-- Degenerate levels of energy `E` coupled to one channel by a nonzero vector `w` have the
resonance `E - i w†w / 2`, and its width is the trace of the decay matrix `w w†`. -/
theorem single_channel_sharp (E : ℝ) {w : n → ℂ} (hw : w ≠ 0) :
    (E : ℂ) - Complex.I / 2 * (star w ⬝ᵥ w) ∈
        resonances ((E : ℂ) • (1 : Matrix n n ℂ)) (vecMulVec w (star w)) ∧
      width ((E : ℂ) - Complex.I / 2 * (star w ⬝ᵥ w)) = (vecMulVec w (star w)).trace.re := by
  constructor
  · -- the coupling vector itself is the eigenvector
    have hG : vecMulVec w (star w) *ᵥ w = (star w ⬝ᵥ w) • w := by
      ext i
      simp only [Matrix.mulVec, dotProduct, Matrix.vecMulVec_apply, Pi.smul_apply, smul_eq_mul,
        Finset.sum_mul]
      exact Finset.sum_congr rfl fun j _ => by ring
    refine (mem_resonances_iff _ _ _).mpr ⟨w, hw, ?_⟩
    rw [effectiveHamiltonian, Matrix.sub_mulVec, Matrix.smul_mulVec, Matrix.smul_mulVec,
      Matrix.one_mulVec, hG, smul_smul, sub_smul]
  · have ht : (vecMulVec w (star w)).trace = star w ⬝ᵥ w := by
      simp [Matrix.trace, dotProduct, Matrix.vecMulVec_apply, mul_comm]
    rw [ht, width, Complex.sub_im, im_half_I_mul, Complex.ofReal_im]
    ring

end

end ResonanceWidthSumRule
```

In this theorem $w$ is a nonzero coupling vector. All levels have the same real energy $E$, so $H=E\mathbb 1$, and they decay into one channel, so $\Gamma=ww^\dagger$ with entries $w_iw_j^*$; this is `vecMulVec w (star w)`. The coupling vector is itself an eigenvector:
$$\Gamma w=w\,(w^\dagger w),\qquad H_{\rm eff}\,w=\left(E-\tfrac{i}{2}\,w^\dagger w\right)w .$$
The width of this resonance is $w^\dagger w=\sum_i|w_i|^2=\mathrm{Tr}\,(ww^\dagger)$, so the upper bound is attained. The matrix $ww^\dagger$ is positive semidefinite, because $v^\dagger ww^\dagger v=|w^\dagger v|^2\ge0$ for every $v$, so by `width_eq_trace_iff` the other $N-1$ resonances have width zero: in this degenerate one-channel model a single state carries all the decay, and the rest are decoupled from the channel.

In the code, `hG` is the equation for $\Gamma w$, `mem_resonances_iff` turns the eigenvector into a resonance, and `ht` evaluates the trace.

```lean
#print axioms ResonanceWidthSumRule.width_sum_rule
#print axioms ResonanceWidthSumRule.width_eq_trace_iff
#print axioms ResonanceWidthSumRule.count_broad_resonances
#print axioms ResonanceWidthSumRule.single_channel_sharp
```

```
'ResonanceWidthSumRule.width_sum_rule' depends on axioms: [propext, Classical.choice, Quot.sound]
'ResonanceWidthSumRule.width_eq_trace_iff' depends on axioms: [propext, Classical.choice, Quot.sound]
'ResonanceWidthSumRule.count_broad_resonances' depends on axioms: [propext, Classical.choice, Quot.sound]
'ResonanceWidthSumRule.single_channel_sharp' depends on axioms: [propext, Classical.choice, Quot.sound]
```
